# Two equal spins coupled to zero: the squared Van Vleck element of \(L_z+2S_z\) is \(j(j+1)/3\)

**Q:** A Eu³⁺ ion has \(L=S=3\) in its lowest term, coupled to total angular momentum \(J=0\). Such a level has no moment, yet it gives the ion a paramagnetic response even when no other level is occupied. That response comes from the field mixing in \(J=1\). You say the matrix element for that mixing can be computed from small matrices. Which ones?

**A:** Two copies of the spin-\(j\) matrices, one for \(\mathbf L\) and one for \(\mathbf S\), with \(\hbar=1\).

In Lean 4 with Mathlib:

```lean
import Mathlib

open Matrix

namespace VanVleckElement

noncomputable section
```

**Q:** I see square matrices, but no tensor product.

**A:** The state \(\sum_{ab}c_{ab}\,e_a\otimes e_b\) is stored as its coefficient matrix \(c\). The row is orbital and the column is spin, so \(A\otimes B\) acts as \(c\mapsto AcB^{T}\).

```lean
/-- Square matrices of size `2j+1 = n+1`. Such a matrix `c` also stands for the two-particle
state `∑ c a b (e_a ⊗ e_b)`; then `A ⊗ B` sends `c` to `A c Bᵀ`. -/
abbrev Mat (n : ℕ) := Matrix (Fin (n + 1)) (Fin (n + 1)) ℂ
```

The size is \(n+1\) with \(n=2j\), so half-integer \(j\) is included. The algebra is the same there, but a true orbital angular momentum has integer \(j\); for half-integer \(j\), read \(\mathbf L\) as a second spin. Position \(k=0,\dots,n\) means \(m=j-k\).

```lean
/-- The number `j(j+1)` for `n = 2j`. -/
def jj (n : ℕ) : ℂ := (n : ℂ) / 2 * ((n : ℂ) / 2 + 1)

/-- The spin matrix `Jz`, with entry `m = j - k` at position `k`. -/
def Jz (n : ℕ) : Mat n := diagonal fun k : Fin (n + 1) => (n : ℂ) / 2 - ((k : ℕ) : ℂ)

/-- The raising matrix `J₊`, with entries `√((j-m)(j+m+1))` from `m` to `m+1`. -/
def Jp (n : ℕ) : Mat n := fun a b =>
  if (b : ℕ) = (a : ℕ) + 1 then
    ((Real.sqrt ((((a : ℕ) : ℝ) + 1) * ((n : ℝ) - ((a : ℕ) : ℝ))) : ℝ) : ℂ) else 0

/-- The spin matrix `Jx = (J₊ + J₋)/2`, where `J₋` is the transpose of `J₊`. -/
def Jx (n : ℕ) : Mat n := (1 / 2 : ℂ) • (Jp n + (Jp n)ᵀ)

/-- The spin matrix `Jy = (J₊ - J₋)/(2i)`. -/
def Jy (n : ℕ) : Mat n := (-Complex.I / 2) • (Jp n - (Jp n)ᵀ)
```

**Q:** Does the transpose matter in \(\mathbf L\cdot\mathbf S\)?

**A:** Yes, and it is easily forgotten. Since \(J_y^T=-J_y\), leaving it out reverses the sign of \(L_yS_y\). For \(j=1/2\) the singlet would then get \(-1/4\) instead of \(-3/4\).

```lean
/-- The operator `L·S` on two-particle states. -/
def LS (n : ℕ) (c : Mat n) : Mat n :=
  Jx n * c * (Jx n)ᵀ + Jy n * c * (Jy n)ᵀ + Jz n * c * (Jz n)ᵀ
```

**Q:** And the states?

**A:** They are
\[
\psi=\frac{1}{\sqrt{2j+1}}\sum_m(-1)^{j-m}e_m\otimes e_{-m},\qquad \varphi=(L_z+2S_z)\psi .
\]
The 2 is the spin g-factor, taken as exactly 2; the Bohr magneton is left out. In `psi`, `Fin.rev` turns \(m\) into \(-m\).

```lean
/-- The state `ψ = ∑ₘ (-1)^(j-m) eₘ ⊗ e₋ₘ / √(2j+1)`. -/
def psi (n : ℕ) : Mat n := fun a b =>
  if b = Fin.rev a then (-1) ^ (a : ℕ) / ((Real.sqrt ((n : ℝ) + 1) : ℝ) : ℂ) else 0

/-- The vector `φ = (Lz + 2 Sz) ψ`. -/
def phi (n : ℕ) : Mat n := Jz n * psi n + (2 : ℂ) • (psi n * (Jz n)ᵀ)

/-- The inner product `⟨c,d⟩ = ∑ conj(c a b) d a b` of two-particle states, as a trace. -/
def braket {n : ℕ} (c d : Mat n) : ℂ := trace (cᴴ * d)
```

**Q:** What if I drop the alternating signs?

**A:** For \(j=1/2\) you get \((e_{1/2}\otimes e_{-1/2}+e_{-1/2}\otimes e_{1/2})/\sqrt2\), a triplet state. Its \(\mathbf L\cdot\mathbf S\) eigenvalue is \(+1/4\), not the \(-3/4\) of the singlet.

**Q:** Then derive the result, starting with the one-spin algebra.

**A:** At position \(k\), the diagonal matrices \(J_+J_-\) and \(J_-J_+\) have entries \((k+1)(2j-k)\) and \(k(2j+1-k)\). Hence
\[
J_+J_-+J_-J_+=2\bigl(j(j+1)-J_z^2\bigr),\qquad J_+J_--J_-J_+=2J_z .
\]
The code computes the first product entry by entry and gets the second by reversing \(m\), using the symmetry `Jp_rev`.

```lean
/-- The raising matrix is unchanged when `m` is reversed and the matrix transposed. -/
theorem Jp_rev (n : ℕ) (a b : Fin (n + 1)) : Jp n (Fin.rev b) (Fin.rev a) = Jp n a b := by
  have ha : (Fin.rev a : ℕ) + (a : ℕ) = n := by rw [Fin.val_rev]; omega
  have hb : (Fin.rev b : ℕ) + (b : ℕ) = n := by rw [Fin.val_rev]; omega
  by_cases h : (b : ℕ) = (a : ℕ) + 1
  · have h' : (Fin.rev a : ℕ) = (Fin.rev b : ℕ) + 1 := by omega
    have e1 : ((b : ℕ) : ℝ) = ((a : ℕ) : ℝ) + 1 := by exact_mod_cast h
    have e2 : ((Fin.rev b : ℕ) : ℝ) = (n : ℝ) - ((b : ℕ) : ℝ) := by
      rw [eq_sub_iff_add_eq]; exact_mod_cast hb
    simp only [Jp, if_pos h, if_pos h', e2, e1]
    congr 2
    ring
  · have h' : ¬ (Fin.rev a : ℕ) = (Fin.rev b : ℕ) + 1 := by omega
    exact (if_neg h').trans (if_neg h).symm

/-- `J₊J₋` and `J₋J₊` are diagonal, with entries `(k+1)(2j-k)` and `k(2j+1-k)` at `k = j-m`. -/
theorem ladder_products (n : ℕ) :
    Jp n * (Jp n)ᵀ = diagonal (fun a : Fin (n + 1) =>
      (((a : ℕ) : ℂ) + 1) * ((n : ℂ) - ((a : ℕ) : ℂ))) ∧
    (Jp n)ᵀ * Jp n = diagonal (fun a : Fin (n + 1) =>
      ((a : ℕ) : ℂ) * ((n : ℂ) + 1 - ((a : ℕ) : ℂ))) := by
  have h0 : ∀ a b : Fin (n + 1), (b : ℕ) ≠ (a : ℕ) + 1 → Jp n a b = 0 := fun a b h => if_neg h
  have hp : Jp n * (Jp n)ᵀ = diagonal (fun a : Fin (n + 1) =>
      (((a : ℕ) : ℂ) + 1) * ((n : ℂ) - ((a : ℕ) : ℂ))) := by
    ext a b
    simp only [Matrix.mul_apply, transpose_apply]
    by_cases hab : a = b
    · subst hab
      rw [diagonal_apply_eq]
      by_cases h : (a : ℕ) = n
      · rw [Finset.sum_eq_zero (fun c _ => by rw [h0 a c (by omega), zero_mul]), h]
        ring
      · have ha : ((a : ℕ) : ℝ) ≤ n := by exact_mod_cast Nat.lt_succ_iff.mp a.isLt
        rw [Finset.sum_eq_single (⟨(a : ℕ) + 1, by omega⟩ : Fin (n + 1))
          (fun c _ hc => by rw [h0 a c (fun e => hc (Fin.ext e)), zero_mul])
          (fun hc => absurd (Finset.mem_univ _) hc)]
        simp only [Jp, if_true]
        rw [← Complex.ofReal_mul,
          Real.mul_self_sqrt (mul_nonneg (by positivity) (by linarith))]
        simp
    · rw [diagonal_apply_ne _ hab]
      refine Finset.sum_eq_zero fun c _ => ?_
      by_cases h : (c : ℕ) = (a : ℕ) + 1
      · rw [h0 b c (fun e => hab (Fin.ext (by omega))), mul_zero]
      · rw [h0 a c h, zero_mul]
  refine ⟨hp, ?_⟩
  -- the second product is the first one with `m` reversed
  ext a b
  have e : ((Jp n)ᵀ * Jp n) a b = (Jp n * (Jp n)ᵀ) (Fin.rev a) (Fin.rev b) := by
    simp only [Matrix.mul_apply, transpose_apply]
    refine Fintype.sum_equiv Fin.revPerm _ _ fun c => ?_
    rw [Fin.revPerm_apply, Jp_rev, Jp_rev]
  rw [e, hp]
  by_cases hab : a = b
  · subst hab
    have hr : ((Fin.rev a : ℕ) : ℂ) = (n : ℂ) - ((a : ℕ) : ℂ) := by
      have : (Fin.rev a : ℕ) + (a : ℕ) = n := by rw [Fin.val_rev]; omega
      rw [eq_sub_iff_add_eq]; exact_mod_cast this
    rw [diagonal_apply_eq, diagonal_apply_eq, hr]
    ring
  · rw [diagonal_apply_ne _ hab, diagonal_apply_ne _ (fun e => hab (Fin.rev_injective e))]
```

For any matrix \(M\), the cross terms cancel in
\[
J_xMJ_x+J_yMJ_y=\tfrac12(J_+MJ_-+J_-MJ_+).
\]
With \(M=1\), adding \(J_z^2\) gives \(J^2=j(j+1)\). With \(M=J_z\), use \(J_+J_z=(J_z-1)J_+\) and \(J_-J_z=(J_z+1)J_-\):
\[
\sum_a J_aJ_zJ_a=J_z\bigl(j(j+1)-J_z^2\bigr)-J_z+J_z^3=\bigl(j(j+1)-1\bigr)J_z .
\]
In the proof, `ht` is the ladder form and `hc`, `hc'` are the two shifts.

```lean
/-- The spin-`j` matrices satisfy `J² = j(j+1)` and `∑ₐ Jₐ Jz Jₐ = (j(j+1) - 1) Jz`. -/
theorem casimir_and_sandwich (n : ℕ) :
    Jx n * Jx n + Jy n * Jy n + Jz n * Jz n = jj n • 1 ∧
    Jx n * Jz n * Jx n + Jy n * Jz n * Jy n + Jz n * Jz n * Jz n = (jj n - 1) • Jz n := by
  obtain ⟨hp, hm⟩ := ladder_products n
  have hI : (-Complex.I / 2) * (-Complex.I / 2) = -(1 / 4 : ℂ) := by
    linear_combination (1 / 4 : ℂ) * Complex.I_mul_I
  -- the transverse part in terms of ladder matrices
  have ht : ∀ M, Jx n * M * Jx n + Jy n * M * Jy n
      = (1 / 2 : ℂ) • (Jp n * M * (Jp n)ᵀ + (Jp n)ᵀ * M * Jp n) := by
    intro M
    simp only [Jx, Jy, Matrix.smul_mul, Matrix.mul_smul, smul_smul, hI]
    simp only [add_mul, mul_add, sub_mul, mul_sub]
    module
  -- the ladder matrices shift `Jz` by one unit
  have hc : Jp n * Jz n = Jz n * Jp n - Jp n := by
    ext a b
    simp only [Jz, Matrix.sub_apply, Matrix.mul_diagonal, Matrix.diagonal_mul]
    by_cases h : (b : ℕ) = (a : ℕ) + 1
    · rw [h]
      push_cast
      ring
    · have h0 : Jp n a b = 0 := if_neg h
      rw [h0]
      ring
  have hc' : (Jp n)ᵀ * Jz n = Jz n * (Jp n)ᵀ + (Jp n)ᵀ := by
    have hz : (Jz n)ᵀ = Jz n := diagonal_transpose _
    have h := congrArg Matrix.transpose hc
    rw [transpose_mul, transpose_sub, transpose_mul, hz] at h
    rw [h]
    abel
  constructor
  · have h := ht 1
    simp only [mul_one] at h
    rw [h, hp, hm, Jz, diagonal_mul_diagonal]
    ext a b
    by_cases hab : a = b
    · subst hab
      simp only [Matrix.add_apply, Matrix.smul_apply, diagonal_apply_eq, one_apply_eq,
        smul_eq_mul, jj]
      ring
    · simp [hab]
  · rw [ht, hc, hc', sub_mul, add_mul, mul_assoc (Jz n) (Jp n),
      mul_assoc (Jz n) (Jp n)ᵀ, hp, hm, Jz]
    simp only [diagonal_mul_diagonal]
    ext a b
    by_cases hab : a = b
    · subst hab
      simp only [Matrix.add_apply, Matrix.sub_apply, Matrix.smul_apply, diagonal_apply_eq,
        smul_eq_mul, jj]
      ring
    · simp [hab]
```

**Q:** Where does the singlet enter?

**A:** Through \(S_a\psi=-L_a\psi\) for \(a=x,y,z\). This says \((\mathbf L+\mathbf S)\psi=0\), so \(\psi\) is the \(J=0\) state. For \(z\), the term \(e_m\otimes e_{-m}\) has opposite eigenvalues. For the raising operators, compare the coefficients of \(e_{m+1}\otimes e_{-m}\). Both \(L_+\) and \(S_+\) give \(\sqrt{(j-m)(j+m+1)}\), but from neighbouring terms of \(\psi\), whose signs are opposite. Lowering works the same way, and \(x\) and \(y\) follow by linearity. The code reads off these coefficients with `hR` and `hL`.

```lean
/-- In the state `ψ` each spin component acts as minus the same orbital component:
`Sₐ ψ = -Lₐ ψ` for `a = x, y, z`. -/
theorem spin_eq_neg_orbital (n : ℕ) :
    psi n * (Jx n)ᵀ = -(Jx n * psi n) ∧ psi n * (Jy n)ᵀ = -(Jy n * psi n) ∧
    psi n * (Jz n)ᵀ = -(Jz n * psi n) := by
  have hR : ∀ (A : Mat n) a b, (psi n * Aᵀ) a b
      = (-1) ^ (a : ℕ) / ((Real.sqrt ((n : ℝ) + 1) : ℝ) : ℂ) * A b (Fin.rev a) := by
    intro A a b
    simp [Matrix.mul_apply, psi]
  have hL : ∀ (A : Mat n) a b, (A * psi n) a b = A a (Fin.rev b) *
      ((-1) ^ (Fin.rev b : ℕ) / ((Real.sqrt ((n : ℝ) + 1) : ℝ) : ℂ)) := by
    intro A a b
    rw [Matrix.mul_apply, Finset.sum_eq_single (Fin.rev b)]
    · simp [psi]
    · intro c _ hc
      have h : b ≠ Fin.rev c := fun e => hc (by rw [e, Fin.rev_rev])
      simp [psi, h]
    · simp
  -- neighbouring values of `m` carry opposite signs
  have hp : psi n * (Jp n)ᵀ = -(Jp n * psi n) := by
    ext a b
    have e : Jp n b (Fin.rev a) = Jp n a (Fin.rev b) := by
      simpa only [Fin.rev_rev] using Jp_rev n a (Fin.rev b)
    rw [Matrix.neg_apply, hR, hL, e]
    by_cases h : (Fin.rev b : ℕ) = (a : ℕ) + 1
    · rw [h, pow_succ]
      ring
    · have e0 : Jp n a (Fin.rev b) = 0 := if_neg h
      rw [e0]
      ring
  have hm : psi n * (Jp n)ᵀᵀ = -((Jp n)ᵀ * psi n) := by
    ext a b
    have e : (Jp n)ᵀ b (Fin.rev a) = (Jp n)ᵀ a (Fin.rev b) := by
      simpa only [transpose_apply, Fin.rev_rev] using Jp_rev n (Fin.rev b) a
    rw [Matrix.neg_apply, hR, hL, e]
    by_cases h : (a : ℕ) = (Fin.rev b : ℕ) + 1
    · rw [h, pow_succ]
      ring
    · have e0 : (Jp n)ᵀ a (Fin.rev b) = 0 := if_neg h
      rw [e0]
      ring
  refine ⟨?_, ?_, ?_⟩
  · simp only [Jx, transpose_smul, transpose_add, Matrix.mul_smul, Matrix.smul_mul, mul_add,
      add_mul, hp, hm]
    module
  · simp only [Jy, transpose_smul, transpose_sub, Matrix.mul_smul, Matrix.smul_mul, mul_sub,
      sub_mul, hp, hm]
    module
  · ext a b
    rw [Matrix.neg_apply, hR, hL]
    by_cases h : b = Fin.rev a
    · subst h
      have hr : ((Fin.rev a : ℕ) : ℂ) = (n : ℂ) - ((a : ℕ) : ℂ) := by
        have : (Fin.rev a : ℕ) + (a : ℕ) = n := by rw [Fin.val_rev]; omega
        rw [eq_sub_iff_add_eq]; exact_mod_cast this
      rw [Fin.rev_rev, Jz, diagonal_apply_eq, diagonal_apply_eq, hr]
      ring
    · have h' : a ≠ Fin.rev b := fun e => h (by rw [e, Fin.rev_rev])
      rw [Jz, diagonal_apply_ne _ h, diagonal_apply_ne _ h']
      ring
```

Because \(S_a\) commutes with \(A\otimes1\),
\[
\mathbf L\cdot\mathbf S\,(A\otimes1)\psi=\sum_a(J_aA\otimes1)S_a\psi=-\Bigl(\sum_aJ_aAJ_a\otimes1\Bigr)\psi .
\]

```lean
/-- For every orbital matrix `A`, `L·S (A ⊗ 1) ψ = -((∑ₐ Jₐ A Jₐ) ⊗ 1) ψ`. -/
theorem LS_on_orbital (n : ℕ) (A : Mat n) :
    LS n (A * psi n) = -((Jx n * A * Jx n + Jy n * A * Jy n + Jz n * A * Jz n) * psi n) := by
  obtain ⟨hx, hy, hz⟩ := spin_eq_neg_orbital n
  have key : ∀ B : Mat n, psi n * Bᵀ = -(B * psi n) →
      B * (A * psi n) * Bᵀ = -(B * A * B * psi n) := by
    intro B h
    rw [← mul_assoc B A, mul_assoc (B * A) (psi n), h, mul_neg, ← mul_assoc (B * A) B]
  rw [LS, key _ hx, key _ hy, key _ hz, add_mul, add_mul]
  abel
```

Taking \(A=1\) gives \(\mathbf L\cdot\mathbf S\,\psi=-j(j+1)\psi\). Also \(\varphi=L_z\psi-2L_z\psi=-L_z\psi\), so \(A=-J_z\) gives \(\mathbf L\cdot\mathbf S\,\varphi=(1-j(j+1))\varphi\).

**Q:** And the norm?

**A:** The spin partners \(e_{-m}\) are orthonormal, so only diagonal terms survive:
\[
\langle\psi,(A\otimes1)\psi\rangle=\frac{\operatorname{tr}A}{2j+1}.
\]
In matrix form this is \(\psi\psi^\dagger=1/(2j+1)\).

```lean
/-- The orbital density matrix of `ψ` is maximally mixed: `ψψᴴ = 1/(2j+1)`. -/
theorem psi_mul_conjTranspose (n : ℕ) : psi n * (psi n)ᴴ = (1 / ((n : ℂ) + 1)) • 1 := by
  have hr : ((Real.sqrt ((n : ℝ) + 1) : ℝ) : ℂ) * ((Real.sqrt ((n : ℝ) + 1) : ℝ) : ℂ)
      = (n : ℂ) + 1 := by
    rw [← Complex.ofReal_mul, Real.mul_self_sqrt (by positivity)]
    simp
  ext a b
  rw [Matrix.mul_apply, Finset.sum_eq_single (Fin.rev a) (fun c _ hc => by simp [psi, hc])
    (fun e => absurd (Finset.mem_univ _) e), conjTranspose_apply]
  by_cases hab : a = b
  · subst hab
    have hv : psi n a (Fin.rev a)
        = (-1) ^ (a : ℕ) / ((Real.sqrt ((n : ℝ) + 1) : ℝ) : ℂ) := if_pos rfl
    have hst : star ((-1 : ℂ) ^ (a : ℕ) / ((Real.sqrt ((n : ℝ) + 1) : ℝ) : ℂ))
        = (-1) ^ (a : ℕ) / ((Real.sqrt ((n : ℝ) + 1) : ℝ) : ℂ) := by
      simp [Complex.conj_ofReal]
    rw [hv, hst, div_mul_div_comm, ← mul_pow, hr]
    simp
  · simp [psi, hab]
```

The values of \(m\) cancel in pairs, so \(\operatorname{tr}J_z=0\). From the usual sums of \(k\) and \(k^2\),
\[
\sum_{k=0}^{n}\Bigl(\frac n2-k\Bigr)^2=(n+1)\frac{n(n+2)}{12}=(2j+1)\frac{j(j+1)}3 .
\]
The code proves both sums by induction.

```lean
/-- The traces over the multiplet are `tr Jz = 0` and `tr Jz² = (2j+1) j(j+1)/3`. -/
theorem trace_Jz (n : ℕ) :
    trace (Jz n) = 0 ∧ trace (Jz n * Jz n) = ((n : ℂ) + 1) * (jj n / 3) := by
  have h : ∀ (c : ℂ) (N : ℕ),
      ∑ k ∈ Finset.range N, (c - (k : ℂ)) = N * c - N * (N - 1) / 2 ∧
      ∑ k ∈ Finset.range N, (c - (k : ℂ)) * (c - (k : ℂ))
        = N * c ^ 2 - c * N * (N - 1) + (N - 1) * N * (2 * N - 1) / 6 := by
    intro c N
    induction N with
    | zero => simp
    | succ N ih =>
      rw [Finset.sum_range_succ, Finset.sum_range_succ, ih.1, ih.2]
      push_cast
      constructor <;> ring
  constructor
  · rw [Jz, trace_diagonal]
    refine (Fin.sum_univ_eq_sum_range (fun k : ℕ => (n : ℂ) / 2 - (k : ℂ)) (n + 1)).trans ?_
    rw [(h _ _).1]
    push_cast
    ring
  · rw [Jz, diagonal_mul_diagonal, trace_diagonal]
    refine (Fin.sum_univ_eq_sum_range
      (fun k : ℕ => ((n : ℂ) / 2 - (k : ℂ)) * ((n : ℂ) / 2 - (k : ℂ))) (n + 1)).trans ?_
    rw [(h _ _).2, jj]
    push_cast
    ring
```

With \(A=1\), \(-J_z\) and \(J_z^2\), the trace formula gives \(\langle\psi,\psi\rangle=1\), \(\langle\psi,\varphi\rangle=0\) and \(\langle\varphi,\varphi\rangle=j(j+1)/3\). In the final proof, `hphi` replaces \(\varphi\) by \(-L_z\psi\), and `hbr` turns overlaps into traces.

```lean
/-- The Van Vleck element. The state `ψ` is normalised, `L·S ψ = -j(j+1) ψ`, and
`φ = (Lz + 2Sz) ψ` satisfies `⟨ψ,φ⟩ = 0`, `L·S φ = (1 - j(j+1)) φ` and `⟨φ,φ⟩ = j(j+1)/3`. -/
theorem van_vleck_element (n : ℕ) :
    braket (psi n) (psi n) = 1 ∧ LS n (psi n) = (-jj n) • psi n ∧
    braket (psi n) (phi n) = 0 ∧ LS n (phi n) = (1 - jj n) • phi n ∧
    braket (phi n) (phi n) = jj n / 3 := by
  obtain ⟨hcas, hsand⟩ := casimir_and_sandwich n
  obtain ⟨t1, t2⟩ := trace_Jz n
  have hN : (n : ℂ) + 1 ≠ 0 := by exact_mod_cast Nat.succ_ne_zero n
  -- `Lz + 2Sz` acts on `ψ` as `-Lz`
  have hphi : phi n = -Jz n * psi n := by
    rw [phi, (spin_eq_neg_orbital n).2.2, neg_mul]
    module
  -- overlaps reduce to one-particle traces
  have hbr : ∀ A B : Mat n,
      braket (A * psi n) (B * psi n) = trace (Aᴴ * B) / ((n : ℂ) + 1) := by
    intro A B
    have e : Aᴴ * (B * psi n) * (psi n)ᴴ = Aᴴ * B * (psi n * (psi n)ᴴ) := by
      simp only [mul_assoc]
    rw [braket, conjTranspose_mul, mul_assoc, trace_mul_comm (psi n)ᴴ, e,
      psi_mul_conjTranspose, Matrix.mul_smul, mul_one, trace_smul, smul_eq_mul]
    ring
  have hJ : (Jz n)ᴴ = Jz n := by
    rw [Jz, diagonal_conjTranspose]
    congr 1
    ext k
    simp
  refine ⟨?_, ?_, ?_, ?_, ?_⟩
  · have h := hbr 1 1
    simp only [one_mul, conjTranspose_one, trace_one, Fintype.card_fin] at h
    rw [h]
    push_cast
    exact div_self hN
  · have h := LS_on_orbital n 1
    simp only [one_mul, mul_one, hcas, Matrix.smul_mul] at h
    rw [h, neg_smul]
  · have h := hbr 1 (-Jz n)
    simp only [one_mul, conjTranspose_one, trace_neg, t1, neg_zero, zero_div] at h
    rw [hphi]
    exact h
  · have e : Jx n * -Jz n * Jx n + Jy n * -Jz n * Jy n + Jz n * -Jz n * Jz n
        = -((jj n - 1) • Jz n) := by
      rw [← hsand]
      noncomm_ring
    rw [hphi, LS_on_orbital, e]
    simp only [neg_mul, Matrix.smul_mul]
    module
  · rw [hphi, hbr, conjTranspose_neg, neg_mul_neg, hJ, t2, mul_div_cancel_left₀ _ hN]
```

**Q:** That is a norm. I asked for a matrix element to \(J=1\).

**A:** From \(J^2=L^2+S^2+2\,\mathbf L\cdot\mathbf S\), the eigenvalue \(1-j(j+1)\) means \(J^2=2\), hence \(J=1\). For \(j>0\), normalise \(\hat\varphi=\varphi/\lVert\varphi\rVert\); then \(\langle\hat\varphi,(L_z+2S_z)\psi\rangle=\lVert\varphi\rVert=\sqrt{j(j+1)/3}\). For \(j=3\) the element is 2 and its square is 4. At \(j=0\), \(\varphi=0\) and there is no \(J=1\) level to reach.

```lean
/-- For `j = 3`, the case of Eu³⁺, the squared norm of `(Lz + 2Sz) ψ` is `4`. -/
theorem europium : braket (phi 6) (phi 6) = 4 := by
  rw [(van_vleck_element 6).2.2.2.2, jj]
  norm_num

end

end VanVleckElement
```

```lean
#print axioms VanVleckElement.van_vleck_element
-- 'VanVleckElement.van_vleck_element' depends on axioms: [propext, Classical.choice, Quot.sound]
#print axioms VanVleckElement.europium
-- 'VanVleckElement.europium' depends on axioms: [propext, Classical.choice, Quot.sound]
```

**Q:** So is this europium?

**A:** It is europium as one isolated term with \(L=S=3\) put in by hand. The six f electrons, mixing with other terms and the crystal field are absent. Within that single-term model, 4 is the squared element in the numerator of the second-order Zeeman energy, and so of the Van Vleck susceptibility of the \(J=0\) level. The energy denominator needs a spin–orbit constant, which the theorems do not contain.
